# With commuting derivatives and nonzero mass, the free Proca equations are the Klein–Gordon equations plus the Lorenz condition

Take one time and one space coordinate, with derivatives $d_0$ and $d_1$ that commute, metric signs $(+,-)$, and a potential with components $A^0$ and $A^1$. Raising an index gives $d^0=d_0$ and $d^1=-d_1$, and the field strength has one independent component,

$$F^{01}=d^0A^1-d^1A^0=d_0A^1+d_1A^0,\qquad F^{10}=-F^{01}.$$

In units with $\hbar=c=1$, the free Proca equations for a field of mass $m$ are

$$d_1F^{10}+m^2A^0=0,\qquad d_0F^{01}+m^2A^1=0.$$

Apply $d_0$ to the first, $d_1$ to the second, and add. The field-strength terms give $d_0d_1(F^{10}+F^{01})=0$, and what remains is

$$m^2\,(d_0A^0+d_1A^1)=0.$$

If $m\neq0$, the Lorenz condition $d_0A^0+d_1A^1=0$ follows. Put it back into the first equation, where $d_1F^{10}=-d_0d_1A^1-d_1^2A^0$. Since $d_1A^1=-d_0A^0$, this equals $d_0^2A^0-d_1^2A^0$, and the equation becomes the Klein–Gordon equation $(d_0^2-d_1^2+m^2)A^0=0$. The second equation turns into the Klein–Gordon equation for $A^1$ in the same way. Reading the substitution backwards gives the converse.

The same argument works for any finite number of coordinates. For a classical massive vector field in flat spacetime, free or driven by a conserved source, it shows that the Lorenz condition is a consequence of the field equations and not a choice of gauge. In the plane-wave description of a free massive spin-1 particle, this condition removes one of the four polarisations.

## Fields as elements of an algebra

The argument uses no coordinates, only sums, real multiples and commuting derivatives. A field is therefore an element of a commutative real algebra $R$. Smooth real functions on flat spacetime form such an algebra, and so do smooth complex functions. The finite type `ι` is the set of spacetime indices; its size is left open.

In Lean 4 with Mathlib:

```lean
import Mathlib

open Finset

namespace ProcaLorenz

noncomputable section

variable {ι R : Type*} [Fintype ι] [CommRing R] [Algebra ℝ R]
```

The derivatives are a family `d` of derivations of $R$, that is, real-linear maps obeying the product rule. The inverse metric is diagonal with constant real entries $\eta_\mu$, so the derivative with raised index is

$$d^\mu f=\eta_\mu\,d_\mu f .$$

```lean
/-- The derivative with raised index, `d^μ f = η_μ d_μ f`, for a diagonal inverse metric `η`. -/
def dUp (η : ι → ℝ) (d : ι → Derivation ℝ R R) (μ : ι) (f : R) : R :=
  η μ • d μ f
```

Nothing is assumed about the $\eta_\mu$. The Minkowski signs are one choice, the Euclidean signs another. Because the entries are constants, curved spacetimes and metrics that vary from point to point are not covered.

The potential is given by its upper components $A^\mu$, a function `A : ι → R`. Its field strength is

$$F^{\mu\nu}=d^\mu A^\nu-d^\nu A^\mu .$$

```lean
/-- The field strength `F^{μν} = d^μ A^ν - d^ν A^μ`. -/
def fieldStrength (η : ι → ℝ) (d : ι → Derivation ℝ R R) (A : ι → R) (μ ν : ι) : R :=
  dUp η d μ (A ν) - dUp η d ν (A μ)
```

The divergence of the potential, which the Lorenz condition sets to zero, pairs lower-index derivatives with upper-index components and needs no metric:

$$D=\sum_\mu d_\mu A^\mu .$$

```lean
/-- The divergence `d_μ A^μ`. -/
def divergence (d : ι → Derivation ℝ R R) (A : ι → R) : R :=
  ∑ μ, d μ (A μ)
```

The wave operator is

$$\Box f=\sum_\mu d_\mu d^\mu f,$$

which for signs $(+,-,-,-)$ is $\partial_t^2-\nabla^2$ in units with $\hbar=c=1$.

```lean
/-- The wave operator `d_μ d^μ`. -/
def box (η : ι → ℝ) (d : ι → Derivation ℝ R R) (f : R) : R :=
  ∑ μ, d μ (dUp η d μ f)
```

The left-hand side of the Proca equations is

$$P^\nu=\sum_\mu d_\mu F^{\mu\nu}+m^2A^\nu .$$

```lean
/-- The left-hand side of the Proca equations, `d_μ F^{μν} + m² A^ν`. -/
def procaOp (η : ι → ℝ) (d : ι → Derivation ℝ R R) (m : ℝ) (A : ι → R) (ν : ι) : R :=
  ∑ μ, d μ (fieldStrength η d A μ ν) + m ^ 2 • A ν
```

In the code $m$ is a real number that acts on $R$ by scalar multiplication, written `•`. Only its square enters, so its sign has no effect.

## The Proca operator is Klein–Gordon minus a gradient

Insert the definition of $F^{\mu\nu}$ into the divergence:

$$\sum_\mu d_\mu F^{\mu\nu}=\sum_\mu d_\mu d^\mu A^\nu-\sum_\mu d_\mu d^\nu A^\mu .$$

The first sum is $\Box A^\nu$. In the second, the constant $\eta_\nu$ comes out and the derivatives are exchanged:

$$\sum_\mu d_\mu(\eta_\nu d_\nu A^\mu)=\eta_\nu\sum_\mu d_\nu d_\mu A^\mu=\eta_\nu d_\nu\sum_\mu d_\mu A^\mu=d^\nu D .$$

Hence

$$P^\nu=\Box A^\nu+m^2A^\nu-d^\nu D .$$

```lean
/-- The Proca operator is the Klein-Gordon operator on each component minus the
gradient of the divergence of the potential. -/
theorem procaOp_eq (η : ι → ℝ) (d : ι → Derivation ℝ R R)
    (hd : ∀ μ ν f, d μ (d ν f) = d ν (d μ f)) (m : ℝ) (A : ι → R) (ν : ι) :
    procaOp η d m A ν =
      box η d (A ν) + m ^ 2 • A ν - dUp η d ν (divergence d A) := by
  -- commuting derivatives turn the second half of `F` into a gradient
  have h : ∑ μ, d μ (dUp η d ν (A μ)) = dUp η d ν (divergence d A) := by
    unfold dUp divergence
    rw [map_sum, Finset.smul_sum]
    refine Finset.sum_congr rfl fun μ _ => ?_
    rw [(d μ).map_smul, hd μ ν (A μ)]
  simp only [procaOp, fieldStrength, map_sub, Finset.sum_sub_distrib]
  rw [h]
  unfold box
  abel
```

The hypothesis `hd` says that any two of the derivatives commute on every element of $R$, as partial derivatives of smooth functions do. The auxiliary statement `h` is the computation of the second sum, done term by term with `Finset.sum_congr`; the exchange of derivatives is the rewrite with `hd μ ν (A μ)`. The final `abel` reorders the three terms.

## The divergence leaves only the mass term

To take the divergence of this expression for $P^\nu$, we move a derivative past the wave operator. Two exchanges are enough:

$$d_\nu\Box f=\sum_\mu d_\nu d_\mu(\eta_\mu d_\mu f)=\sum_\mu d_\mu(\eta_\mu d_\nu d_\mu f)=\sum_\mu d_\mu(\eta_\mu d_\mu d_\nu f)=\Box d_\nu f .$$

```lean
/-- The wave operator commutes with every derivative. -/
theorem deriv_box (η : ι → ℝ) (d : ι → Derivation ℝ R R)
    (hd : ∀ μ ν f, d μ (d ν f) = d ν (d μ f)) (ν : ι) (f : R) :
    d ν (box η d f) = box η d (d ν f) := by
  unfold box dUp
  rw [map_sum]
  refine Finset.sum_congr rfl fun μ _ => ?_
  rw [hd ν μ (η μ • d μ f), (d ν).map_smul, hd ν μ f]
```

The two uses of `hd` in the last rewrite are these two exchanges.

Now apply $d_\nu$ to the formula for $P^\nu$ and sum over $\nu$:

$$\sum_\nu d_\nu P^\nu=\sum_\nu\Box d_\nu A^\nu+m^2\sum_\nu d_\nu A^\nu-\sum_\nu d_\nu d^\nu D=\Box D+m^2D-\Box D=m^2D .$$

This identity holds for every potential, whether or not it solves any equation, and for every mass, including zero.

```lean
/-- The divergence of the Proca operator is `m²` times the divergence of the potential. -/
theorem divergence_procaOp (η : ι → ℝ) (d : ι → Derivation ℝ R R)
    (hd : ∀ μ ν f, d μ (d ν f) = d ν (d μ f)) (m : ℝ) (A : ι → R) :
    divergence d (procaOp η d m A) = m ^ 2 • divergence d A := by
  have h1 : ∑ ν, d ν (box η d (A ν)) = box η d (divergence d A) := by
    rw [Finset.sum_congr rfl fun ν _ => deriv_box η d hd ν (A ν)]
    simp only [box, dUp, divergence, map_sum, Finset.smul_sum]
    exact Finset.sum_comm
  have h2 : ∑ ν, d ν (dUp η d ν (divergence d A)) = box η d (divergence d A) := rfl
  have h3 : ∑ ν, d ν (m ^ 2 • A ν) = m ^ 2 • divergence d A := by
    simp only [divergence, Finset.smul_sum, Derivation.map_smul]
  -- the two wave-operator terms cancel and only the mass term survives
  calc divergence d (procaOp η d m A)
      = ∑ ν, d ν (box η d (A ν) + m ^ 2 • A ν - dUp η d ν (divergence d A)) :=
        Finset.sum_congr rfl fun ν _ => by rw [procaOp_eq η d hd]
    _ = m ^ 2 • divergence d A := by
        simp only [map_add, map_sub, Finset.sum_add_distrib, Finset.sum_sub_distrib]
        rw [h1, h2, h3]
        exact add_sub_cancel_left _ _
```

The three auxiliary facts evaluate the three sums. For `h1`, the derivative is moved inside by `deriv_box`, and the sums over $\mu$ and $\nu$ are then interchanged by `Finset.sum_comm`. For `h2`, both sides agree by definition, so `rfl` closes it. For `h3`, linearity is enough. The `calc` block joins them, and `add_sub_cancel_left` removes the two copies of $\Box D$. In two dimensions the same cancellation appeared as $F^{10}+F^{01}=0$.

## Equivalence with a conserved source

Let $J^\nu$ be a source, and suppose that $P^\nu=J^\nu$ for every $\nu$ and $\sum_\nu d_\nu J^\nu=0$. The identity above gives $m^2D=0$. Since $m\neq0$, multiplication by $1/m^2$ gives $D=0$. The gradient term in $P^\nu$ then vanishes, and

$$\Box A^\nu+m^2A^\nu=J^\nu .$$

Conversely, suppose that these Klein–Gordon equations hold and $D=0$. Then

$$P^\nu=\Box A^\nu+m^2A^\nu-d^\nu 0=J^\nu,$$

and the source is conserved because $\sum_\nu d_\nu J^\nu=\sum_\nu d_\nu P^\nu=m^2D=0$.

```lean
/-- For nonzero mass, the Proca equations with a conserved source `J` are equivalent to
the Klein-Gordon equation with source `J^ν` for each component together with the
Lorenz condition. -/
theorem proca_source_iff (η : ι → ℝ) (d : ι → Derivation ℝ R R)
    (hd : ∀ μ ν f, d μ (d ν f) = d ν (d μ f)) {m : ℝ} (hm : m ≠ 0) (A J : ι → R) :
    ((∀ ν, procaOp η d m A ν = J ν) ∧ divergence d J = 0) ↔
      ((∀ ν, box η d (A ν) + m ^ 2 • A ν = J ν) ∧ divergence d A = 0) := by
  have hdiv := divergence_procaOp η d hd m A
  have h0 : ∀ ν, dUp η d ν 0 = 0 := fun ν => by simp [dUp]
  constructor
  · rintro ⟨hP, hJ⟩
    rw [funext hP, hJ] at hdiv
    -- the mass can be divided out
    have hA : divergence d A = 0 := by
      rw [← inv_smul_smul₀ (pow_ne_zero 2 hm) (divergence d A), ← hdiv, smul_zero]
    refine ⟨fun ν => ?_, hA⟩
    have h := hP ν
    rwa [procaOp_eq η d hd, hA, h0, sub_zero] at h
  · rintro ⟨hK, hA⟩
    have hP : ∀ ν, procaOp η d m A ν = J ν := fun ν => by
      rw [procaOp_eq η d hd, hA, h0, sub_zero, hK]
    refine ⟨hP, ?_⟩
    rw [funext hP, hA, smul_zero] at hdiv
    exact hdiv
```

Conservation of the source stands beside the Proca equations on the left of the equivalence. On the right it is absent, because the Klein–Gordon equations and the Lorenz condition imply it. For a source that is not conserved, the Proca equations give $m^2D=\sum_\nu d_\nu J^\nu$, and the Lorenz condition fails. Conservation is the usual property of a current that comes from a symmetry of the charged matter; here $J$ is a prescribed family of elements of $R$, with no dynamics of its own.

In the proof, `hdiv` is the divergence identity for the given potential. The rewrite with `funext hP` replaces the whole family $P^\nu$ by $J^\nu$ in it, and `inv_smul_smul₀` is the division by $m^2$, which is where `hm` enters.

## The free equations

Set $J^\nu=0$. The zero source is conserved, so the condition on it is met automatically, and the equivalence becomes

$$\bigl(P^\nu=0\ \text{for all }\nu\bigr)\iff\bigl(\Box A^\nu+m^2A^\nu=0\ \text{for all }\nu\ \text{and}\ D=0\bigr).$$

```lean
/-- For nonzero mass, the free Proca equations hold if and only if every component of the
potential satisfies the Klein-Gordon equation and the Lorenz condition holds. -/
theorem proca_iff_kleinGordon_and_lorenz (η : ι → ℝ) (d : ι → Derivation ℝ R R)
    (hd : ∀ μ ν f, d μ (d ν f) = d ν (d μ f)) {m : ℝ} (hm : m ≠ 0) (A : ι → R) :
    (∀ ν, procaOp η d m A ν = 0) ↔
      ((∀ ν, box η d (A ν) + m ^ 2 • A ν = 0) ∧ divergence d A = 0) := by
  have h0 : divergence d (fun _ : ι => (0 : R)) = 0 := by simp [divergence]
  have h := proca_source_iff η d hd hm A (fun _ => 0)
  exact ⟨fun hP => h.1 ⟨hP, h0⟩, fun hK => (h.2 hK).1⟩
```

In words: for any finite set of indices, any constant diagonal inverse metric, any commuting derivations of a commutative real algebra and any nonzero real mass, a potential solves the free Proca equations exactly when each of its components solves the Klein–Gordon equation and its divergence vanishes. The statement relates two sets of equations for one given potential. It says nothing about the existence of solutions, initial data or boundary conditions. Quantised fields, whose values are non-commuting operators, are not elements of a commutative algebra and lie beyond this model.

The product of two fields never occurs in the derivation. The model could therefore have been a real vector space with commuting linear maps in place of an algebra with derivations. That version would also take in distributions, and with them point sources, for which products are not defined in general. The algebra stays closer to the usual picture of fields as functions that can be multiplied.

## A solution in Minkowski signature

A concrete potential shows the equations at work in four dimensions. The metric signs are $(+,-,-,-)$, with index $0$ for time.

```lean
/-- The Minkowski metric signs `(+,-,-,-)`. -/
def minkowski : Fin 4 → ℝ := ![1, -1, -1, -1]
```

The algebra consists of the real polynomials in four variables $X_0,\dots,X_3$. With the ordinary derivatives $\partial/\partial X_\mu$, the massive Klein–Gordon equation would have no polynomial solution except zero, since $\Box$ lowers the degree and cannot cancel the mass term. Let $X_\mu$ therefore stand for the exponential $e^{x_\mu}$ of a coordinate $x_\mu$. The index on $x_\mu$ only numbers the coordinates, which are usually written $x^\mu$; no metric sign is implied. By the chain rule, the coordinate derivative becomes

$$\frac{\partial}{\partial x_\mu}=X_\mu\frac{\partial}{\partial X_\mu}.$$

```lean
/-- The derivation `X_μ ∂/∂X_μ` on real polynomials in four variables; it acts as the
coordinate derivative `∂/∂x_μ` when `X_μ` stands for the exponential of `x_μ`. -/
def expDeriv (μ : Fin 4) :
    Derivation ℝ (MvPolynomial (Fin 4) ℝ) (MvPolynomial (Fin 4) ℝ) :=
  (MvPolynomial.X μ : MvPolynomial (Fin 4) ℝ) • MvPolynomial.pderiv μ
```

On the variables it acts as a derivative acts on exponentials: $d_\mu X_\nu=X_\nu$ if $\mu=\nu$, and $d_\mu X_\nu=0$ otherwise.

```lean
/-- Each exponential is reproduced by its own derivative and annihilated by the others. -/
theorem expDeriv_X (μ ν : Fin 4) :
    expDeriv μ (MvPolynomial.X ν) = if μ = ν then MvPolynomial.X ν else 0 := by
  by_cases h : μ = ν
  · subst h
    simp [expDeriv]
  · simp [expDeriv, h, MvPolynomial.pderiv_X_of_ne (Ne.symm h)]
```

These derivations commute. The commutator of two derivations is again a derivation, and a derivation of a polynomial algebra is fixed by its values on the variables. On $X_i$, both $d_\mu d_\nu$ and $d_\nu d_\mu$ give $X_i$ if $\mu=\nu=i$ and zero otherwise, so the commutator vanishes.

```lean
/-- Any two of the derivations `expDeriv μ` commute on every polynomial. -/
theorem expDeriv_comm (μ ν : Fin 4) (f : MvPolynomial (Fin 4) ℝ) :
    expDeriv μ (expDeriv ν f) = expDeriv ν (expDeriv μ f) := by
  -- the commutator is a derivation, so it suffices to test it on the variables
  have h : ⁅expDeriv μ, expDeriv ν⁆ = 0 := MvPolynomial.derivation_ext fun i => by
    by_cases h1 : μ = i <;> by_cases h2 : ν = i <;>
      simp [Derivation.commutator_apply, expDeriv_X, h1, h2]
  have h' := DFunLike.congr_fun h f
  rw [Derivation.commutator_apply] at h'
  exact sub_eq_zero.1 h'
```

The reduction to the variables is `MvPolynomial.derivation_ext`. The two case distinctions ask whether each of $\mu$ and $\nu$ equals $i$.

Now take $m=1$ and $A=(X_1,0,0,0)$, which is the static potential $A^0=e^{x_1}$. Its wave operator is

$$\Box A^0=-d_1d_1X_1=-X_1,$$

so $\Box A^0+m^2A^0=0$. The other components are zero, and $D=d_0X_1=0$. By the equivalence, $A$ solves the free Proca equations.

```lean
/-- In Minkowski signature the potential `A = (X_1, 0, 0, 0)`, with `X_1` the exponential of
the first spatial coordinate, solves the free Proca equations with `m = 1`. -/
theorem proca_witness (ν : Fin 4) :
    procaOp minkowski expDeriv 1 ![MvPolynomial.X 1, 0, 0, 0] ν = 0 := by
  refine (proca_iff_kleinGordon_and_lorenz minkowski expDeriv expDeriv_comm
    one_ne_zero _).2 ⟨fun ν => ?_, ?_⟩ ν
  · fin_cases ν <;> simp [box, dUp, minkowski, Fin.sum_univ_four, expDeriv_X]
  · simp [divergence, Fin.sum_univ_four, expDeriv_X]
```

The proof uses the equivalence from right to left: `fin_cases` checks the four Klein–Gordon equations one at a time, and the last line checks the Lorenz condition. The potential grows without bound in one direction, and its energy over all of space is infinite. It serves to check the equations, which hold point by point, and is not a physically realisable free field on the whole of space.

## Without mass the Lorenz condition can fail

For $m=0$ the divergence identity reads $\sum_\nu d_\nu P^\nu=0$ and puts no constraint on $D$. Take $A=(X_0,0,0,0)$, that is, $A^0=e^{x_0}$ with $x_0$ the time. Then $A^\mu=d^\mu X_0$ is a pure gradient, and its field strength vanishes:

$$F^{\mu\nu}=d^\mu d^\nu X_0-d^\nu d^\mu X_0=0 .$$

The free field equations hold, yet $D=d_0X_0=X_0\neq0$.

```lean
/-- For zero mass the potential `A = (X_0, 0, 0, 0)`, with `X_0` the exponential of time,
solves the free field equations but violates the Lorenz condition. -/
theorem massless_not_lorenz :
    (∀ ν, procaOp minkowski expDeriv 0 ![MvPolynomial.X 0, 0, 0, 0] ν = 0) ∧
      divergence expDeriv ![MvPolynomial.X 0, 0, 0, 0] ≠ 0 := by
  constructor
  · intro ν
    fin_cases ν <;>
      simp [procaOp, fieldStrength, dUp, minkowski, Fin.sum_univ_four, expDeriv_X]
  · simp [divergence, Fin.sum_univ_four, expDeriv_X, MvPolynomial.X_ne_zero]

end

end ProcaLorenz
```

This is the gauge freedom of the free Maxwell equations: adding a gradient to the potential leaves $F^{\mu\nu}$ unchanged but can change the divergence. With a mass term, the potential itself enters the equations, and this freedom is lost.

```lean
#print axioms ProcaLorenz.proca_iff_kleinGordon_and_lorenz
#print axioms ProcaLorenz.massless_not_lorenz
```

```
'ProcaLorenz.proca_iff_kleinGordon_and_lorenz' depends on axioms: [propext, Classical.choice, Quot.sound]
'ProcaLorenz.massless_not_lorenz' depends on axioms: [propext, Classical.choice, Quot.sound]
```
